# A harmonic umbrella stiffer than $a$ gives exactly one minimum when $F'' \ge -a$

In its common harmonic form, umbrella sampling restrains a collective variable $s$ near a chosen centre $c$, which turns a free-energy profile $F(s)$ into the restrained profile $W_c(s) = F(s) + k(s-c)^2/2$, where $k$ is the stiffness and the factor $1/2$ is part of the convention. The questions are where $W_c$ is stationary and how that point moves with $c$, when $F'' \ge -a$ on the whole real line and $k$ is positive and larger than $a$.

In Lean 4 with Mathlib:

```lean
import Mathlib

open Set

namespace UmbrellaWindowMinimum

/-- The free-energy profile `F` with a harmonic umbrella restraint of stiffness `k`
centred at `c`. -/
noncomputable def umbrella (F : ℝ → ℝ) (k c s : ℝ) : ℝ := F s + k * (s - c) ^ 2 / 2

variable {F F' F'' : ℝ → ℝ} {a k : ℝ}

/-- Where `F` has slope `f`, the restrained profile has slope `f + k (s - c)`. -/
theorem umbrella_hasDerivAt {G : ℝ → ℝ} {f s : ℝ} (k c : ℝ) (h : HasDerivAt G f s) :
    HasDerivAt (umbrella G k c) (f + k * (s - c)) s := by
  have e : umbrella G k c = fun x => G x + k * ((x - c) * (x - c)) / 2 := by
    funext x
    unfold umbrella
    ring
  have h1 : HasDerivAt (fun x : ℝ => x - c) 1 s := (hasDerivAt_id' s).sub_const c
  rw [e]
  refine (h.fun_add (((h1.fun_mul h1).const_mul k).div_const 2)).congr_deriv ?_
  ring

/-- If the curvature of the profile is at least `-a`, its slope drops by at most
`a (t - s)` between `s` and a later point `t`. -/
theorem slope_increment (hF' : ∀ s, HasDerivAt F' (F'' s) s) (ha : ∀ s, -a ≤ F'' s)
    {s t : ℝ} (hst : s ≤ t) : -a * (t - s) ≤ F' t - F' s := by
  rcases hst.eq_or_lt with rfl | h
  · simp
  · obtain ⟨x, _, hx⟩ := exists_hasDerivAt_eq_slope F' F'' h
      (fun x _ => (hF' x).continuousAt.continuousWithinAt) (fun x _ => hF' x)
    have h2 := ha x
    rw [hx, le_div_iff₀ (sub_pos.2 h)] at h2
    exact h2

/-- If the curvature of `F` is at least `-a` and the restraint is stiffer than `a`,
every window has a stationary point. -/
theorem exists_stationary (hF : ∀ s, HasDerivAt F (F' s) s)
    (hF' : ∀ s, HasDerivAt F' (F'' s) s) (ha : ∀ s, -a ≤ F'' s) (hak : a < k) (c : ℝ) :
    ∃ s, deriv (umbrella F k c) s = 0 := by
  have hpos : 0 < k - a := sub_pos.2 hak
  have hne : k - a ≠ 0 := hpos.ne'
  -- outside [-R, R] the restraint dominates the slope of F
  obtain ⟨R, hR0, hR⟩ : ∃ R : ℝ, 0 ≤ R ∧ (k - a) * R = |F' 0 - k * c| :=
    ⟨|F' 0 - k * c| / (k - a), div_nonneg (abs_nonneg _) hpos.le, by field_simp⟩
  have hc' : Continuous F' := continuous_iff_continuousAt.2 fun x => (hF' x).continuousAt
  have hcont : Continuous (fun s => F' s + k * (s - c)) := hc'.add (by fun_prop)
  have h1 := slope_increment hF' ha hR0
  have h2 := slope_increment hF' ha (show -R ≤ 0 by linarith)
  have h3 := neg_abs_le (F' 0 - k * c)
  have h4 := le_abs_self (F' 0 - k * c)
  have hmem : (0 : ℝ) ∈ Icc (F' (-R) + k * (-R - c)) (F' R + k * (R - c)) :=
    ⟨by linarith, by linarith⟩
  obtain ⟨s, _, hs⟩ :=
    intermediate_value_Icc (show -R ≤ R by linarith) hcont.continuousOn hmem
  exact ⟨s, (umbrella_hasDerivAt k c (hF s)).deriv.trans hs⟩

/-- If the curvature of `F` is at least `-a`, the restrained profile lies above the parabola
of curvature `k - a` that touches it at a stationary point `m`. -/
theorem parabola_below (hF : ∀ s, HasDerivAt F (F' s) s)
    (hF' : ∀ s, HasDerivAt F' (F'' s) s) (ha : ∀ s, -a ≤ F'' s) {c m : ℝ}
    (hm : deriv (umbrella F k c) m = 0) (s : ℝ) :
    umbrella F k c m + (k - a) / 2 * (s - m) ^ 2 ≤ umbrella F k c s := by
  rw [(umbrella_hasDerivAt k c (hF m)).deriv] at hm
  -- subtracting the parabola amounts to a second restraint of stiffness a - k
  have hd : ∀ x, HasDerivAt (umbrella (umbrella F k c) (a - k) m)
      (F' x + k * (x - c) + (a - k) * (x - m)) x :=
    fun x => umbrella_hasDerivAt (a - k) m (umbrella_hasDerivAt k c (hF x))
  have key : umbrella (umbrella F k c) (a - k) m m
      ≤ umbrella (umbrella F k c) (a - k) m s := by
    rcases lt_trichotomy s m with h | h | h
    · obtain ⟨x, hxI, hx⟩ := exists_hasDerivAt_eq_slope _ _ h
        (fun x _ => (hd x).continuousAt.continuousWithinAt) (fun x _ => hd x)
      have hx' := (eq_div_iff (sub_pos.2 h).ne').1 hx
      have h1 := slope_increment hF' ha hxI.2.le
      have hn : F' x + k * (x - c) + (a - k) * (x - m) ≤ 0 := by linarith
      have h2 := mul_nonpos_of_nonpos_of_nonneg hn (sub_pos.2 h).le
      linarith
    · rw [h]
    · obtain ⟨x, hxI, hx⟩ := exists_hasDerivAt_eq_slope _ _ h
        (fun x _ => (hd x).continuousAt.continuousWithinAt) (fun x _ => hd x)
      have hx' := (eq_div_iff (sub_pos.2 h).ne').1 hx
      have h1 := slope_increment hF' ha hxI.1.le
      have hn : 0 ≤ F' x + k * (x - c) + (a - k) * (x - m) := by linarith
      have h2 := mul_nonneg hn (sub_pos.2 h).le
      linarith
  simp only [umbrella] at key ⊢
  linarith

/-- Let `F` have curvature at least `-a` and let the stiffness satisfy `k > 0` and `k > a`.
Then each window has exactly one stationary point `m c`, its strict global minimum, and `m` is
a strictly increasing bijection of the reals with derivative `k / (k + F''(m c))`. -/
theorem window_minimum (hF : ∀ s, HasDerivAt F (F' s) s)
    (hF' : ∀ s, HasDerivAt F' (F'' s) s) (ha : ∀ s, -a ≤ F'' s) (hk : 0 < k) (hak : a < k) :
    ∃ m : ℝ → ℝ,
      (∀ c s, deriv (umbrella F k c) s = 0 ↔ s = m c) ∧
      (∀ c s, s ≠ m c → umbrella F k c (m c) < umbrella F k c s) ∧
      StrictMono m ∧ Function.Bijective m ∧
      ∀ c, HasDerivAt m (k / (k + F'' (m c))) c := by
  choose m hm using exists_stationary hF hF' ha hak
  have hmin : ∀ c s t, deriv (umbrella F k c) s = 0 → t ≠ s →
      umbrella F k c s < umbrella F k c t := by
    intro c s t hs hts
    have h1 := parabola_below hF hF' ha hs t
    have h2 : 0 < (k - a) / 2 * (t - s) ^ 2 :=
      mul_pos (by linarith) (pow_pos_of_ne t s hts)
    linarith
  have huniq : ∀ c s, deriv (umbrella F k c) s = 0 → s = m c := by
    intro c s hs
    by_contra hne
    exact lt_asymm (hmin c _ _ (hm c) hne) (hmin c _ _ hs (Ne.symm hne))
  have hbal : ∀ c, F' (m c) + k * (m c - c) = 0 := fun c =>
    (umbrella_hasDerivAt k c (hF (m c))).deriv.symm.trans (hm c)
  have hmono : StrictMono m := by
    intro c d hcd
    by_contra hle
    have hle' := not_lt.1 hle
    have h1 := slope_increment hF' ha hle'
    have h2 := mul_nonneg (sub_pos.2 hak).le (sub_nonneg.2 hle')
    have h3 := mul_pos hk (sub_pos.2 hcd)
    linarith [hbal c, hbal d]
  -- the window whose minimum is s has its centre at s + F'(s)/k
  have hsurj : Function.Surjective m := by
    intro s
    refine ⟨s + F' s / k, (huniq _ s ?_).symm⟩
    rw [(umbrella_hasDerivAt k _ (hF s)).deriv]
    have h1 : k * (F' s / k) = F' s := by field_simp
    linear_combination -h1
  refine ⟨m, fun c s => ⟨huniq c s, fun h => h ▸ hm c⟩, fun c s => hmin c _ s (hm c),
    hmono, ⟨hmono.injective, hsurj⟩, fun c => ?_⟩
  have hinv : ∀ y, m y + F' (m y) / k = y := by
    intro y
    have h1 : F' (m y) = k * (y - m y) := by linarith [hbal y]
    rw [h1, mul_div_cancel_left₀ _ hk.ne']
    ring
  have hpos : 0 < k + F'' (m c) := by linarith [ha (m c)]
  have e : 1 + F'' (m c) / k = (k + F'' (m c)) / k := by rw [add_div, div_self hk.ne']
  have hf : HasDerivAt (fun s => s + F' s / k) ((k + F'' (m c)) / k) (m c) :=
    ((hasDerivAt_id' (m c)).fun_add ((hF' (m c)).div_const k)).congr_deriv e
  have hcm : Continuous m := hmono.monotone.continuous_of_surjective hsurj
  exact (HasDerivAt.of_local_left_inverse hcm.continuousAt hf (div_pos hpos hk).ne'
    (Filter.Eventually.of_forall hinv)).congr_deriv (inv_div _ _)
where
  pow_pos_of_ne (t s : ℝ) (h : t ≠ s) : 0 < (t - s) ^ 2 :=
    lt_of_le_of_ne (sq_nonneg _) (Ne.symm (pow_ne_zero 2 (sub_ne_zero.2 h)))

/-- Let `F` have curvature at least `-a`, with `k > 0` and `k > a`. Moving the window centre
up from `c` to `d` moves the stationary point up by at most `k / (k - a)` times `d - c`. -/
theorem window_spacing (hF : ∀ s, HasDerivAt F (F' s) s)
    (hF' : ∀ s, HasDerivAt F' (F'' s) s) (ha : ∀ s, -a ≤ F'' s) (hk : 0 < k) (hak : a < k)
    {c d s t : ℝ} (hcd : c ≤ d) (hs : deriv (umbrella F k c) s = 0)
    (ht : deriv (umbrella F k d) t = 0) : t - s ≤ k / (k - a) * (d - c) := by
  rw [(umbrella_hasDerivAt k c (hF s)).deriv] at hs
  rw [(umbrella_hasDerivAt k d (hF t)).deriv] at ht
  rw [div_mul_eq_mul_div, le_div_iff₀ (sub_pos.2 hak)]
  rcases le_total s t with h | h
  · have h1 := slope_increment hF' ha h
    linarith
  · have h1 := mul_nonneg (sub_nonneg.2 h) (sub_pos.2 hak).le
    have h2 := mul_nonneg hk.le (sub_nonneg.2 hcd)
    linarith

/-- For the parabolic profile `-k s² / 2` and a restraint of the same stiffness `k ≠ 0`,
a window centred at `c ≠ 0` has no stationary point. -/
theorem no_stationary_at_equal_stiffness {k c : ℝ} (hk : k ≠ 0) (hc : c ≠ 0) (s : ℝ) :
    deriv (umbrella (fun x => -(k * x ^ 2 / 2)) k c) s ≠ 0 := by
  -- the quadratic terms cancel and a tilted line remains
  have e : umbrella (fun x => -(k * x ^ 2 / 2)) k c
      = fun x => -(k * c) * x + k * c ^ 2 / 2 := by
    funext x
    unfold umbrella
    ring
  have h : HasDerivAt (fun x : ℝ => -(k * c) * x + k * c ^ 2 / 2) (-(k * c) * 1) s :=
    ((hasDerivAt_id' s).const_mul (-(k * c))).add_const (k * c ^ 2 / 2)
  rw [e, h.deriv, mul_one]
  exact neg_ne_zero.2 (mul_ne_zero hk hc)

end UmbrellaWindowMinimum
```

```lean
#print axioms UmbrellaWindowMinimum.window_minimum
#print axioms UmbrellaWindowMinimum.window_spacing
#print axioms UmbrellaWindowMinimum.no_stationary_at_equal_stiffness
```

```
'UmbrellaWindowMinimum.window_minimum' depends on axioms: [propext, Classical.choice, Quot.sound]
'UmbrellaWindowMinimum.window_spacing' depends on axioms: [propext, Classical.choice, Quot.sound]
'UmbrellaWindowMinimum.no_stationary_at_equal_stiffness' depends on axioms: [propext, Classical.choice, Quot.sound]
```

## One minimum for each centre

In the code, $W_c(s)$ is `umbrella F k c s`. The names `F'` and `F''` denote separate functions, and the hypotheses `hF` and `hF'` make them the first and second derivatives of `F` at every point. Every $C^2$ profile with the stated bound qualifies, but continuity of $F''$ is not required. The bound itself is `ha`. The number $a$ may have either sign; if $a \ge 0$, then $k > a$ already implies $k > 0$.

The theorem `window_minimum` provides a function $m$ from centres to positions with these properties:

- The derivative of $W_c$ vanishes at $s$ if and only if $s = m(c)$.
- Every $s \ne m(c)$ has $W_c(s) > W_c(m(c))$, so the minimum is global and strict.
- The map $m$ is strictly increasing and is a bijection of the reals.
- Its derivative at $c$ is $k/(k + F''(m(c)))$.

Two further theorems concern the choice of windows. By `window_spacing`, if $c \le d$ and $s$, $t$ are the stationary points for $c$ and $d$, then $t - s \le \frac{k}{k-a}(d-c)$. By `no_stationary_at_equal_stiffness`, the profile $-ks^2/2$ with $k \ne 0$ has no stationary point in any window of the same stiffness $k$ with $c \ne 0$. For $k>0$ this profile has curvature exactly $-k$, so $k \ge a$ would not be enough for existence.

## What the minimum means in a simulation

In a biased equilibrium ensemble at temperature $T$, the density of $s$ is proportional to $e^{-W_c(s)/k_BT}$, with $k_B$ the Boltzmann constant. The point $m(c)$ is then the peak of the ideal histogram, which in general differs from the mean of $s$. This link between $W_c$ and sampled data is the step from the model to a simulation, and the hypotheses say nothing about it: a run can still be trapped by slow motion in other coordinates.

The condition $k > a$ says that the spring is stiffer than the strongest downward curvature that the bound allows. The curvature at a barrier top may not be enough to fix $a$: in a tilted double well such as $s^4 - s^2 + \epsilon s$ with small $\epsilon \ne 0$, the most negative $F''$ lies at $s = 0$, beside the barrier top. For a one-dimensional profile with a known curvature bound, the result bears on the choice of force constant and window spacing. Peaks move faster than the centres where $F'' < 0$ and more slowly where $F'' > 0$. A program that defines the bias as $\kappa(s-c)^2$ has $k = 2\kappa$. Periodic or bounded coordinates need a separate argument, since $s$ here ranges over all reals.

## From the curvature bound to the moving minimum

**Slope.** Differentiation gives $W_c'(s) = F'(s) + k(s-c)$, which is `umbrella_hasDerivAt`. For $s < t$, the mean value theorem gives a point $x$ between them with
$$F'(t) - F'(s) = F''(x)(t-s) \ge -a(t-s).$$
The case $s=t$ is immediate. This is `slope_increment`, and adding the spring term yields
$$W_c'(t) - W_c'(s) \ge (k-a)(t-s) \qquad (s \le t).$$

**Existence.** Put $R = |W_c'(0)|/(k-a)$, where $W_c'(0) = F'(0) - kc$. The last inequality gives
$$W_c'(R) \ge W_c'(0) + |W_c'(0)| \ge 0, \qquad W_c'(-R) \le W_c'(0) - |W_c'(0)| \le 0.$$
Since $W_c'$ is continuous, it vanishes somewhere in $[-R,R]$. In `exists_stationary` this is the call to `intermediate_value_Icc`. The comment there that the restraint dominates should be read as a statement about the sign of $W_c'$ only: for $F(s) = s^4$ the slope of $F$ is the larger term far from the origin.

**Strict minimum and uniqueness.** Let $W_c'(m) = 0$ and subtract a parabola:
$$P(x) = W_c(x) - \tfrac{k-a}{2}(x-m)^2, \qquad P'(x) = W_c'(x) - (k-a)(x-m).$$
The slope inequality makes $P' \ge 0$ to the right of $m$ and $P' \le 0$ to the left. For $s \ne m$, the mean value theorem gives $P(s) - P(m) = P'(x)(s-m) \ge 0$ with $x$ between $s$ and $m$. Hence
$$W_c(s) \ge W_c(m) + \tfrac{k-a}{2}(s-m)^2,$$
which is `parabola_below`. The code writes $P$ as a second `umbrella` of stiffness $a-k$ centred at $m$, so `umbrella_hasDerivAt` applies again. The quadratic term is positive for $s \ne m$, so the minimum is strict. Two different stationary points would each have to lie strictly below the other, which is impossible.

**Monotonicity.** In `window_minimum`, `choose` collects the stationary points into a function $m$, and `hbal` records $F'(m(c)) + k(m(c)-c) = 0$. Let $c < d$ and suppose $m(d) \le m(c)$. Subtracting the two balance equations gives
$$F'(m(c)) - F'(m(d)) + k\,(m(c)-m(d)) = k(c-d) < 0,$$
but the left side is at least $(k-a)(m(c)-m(d)) \ge 0$. So $m(c) < m(d)$.

**Inverse and derivative.** Solving the balance equation for the centre gives $h(s) = s + F'(s)/k$. The window centred at $h(s)$ is stationary at $s$, so $m(h(s)) = s$ and $m$ is surjective. Also $h(m(c)) = c$, and
$$h'(s) = \frac{k + F''(s)}{k} > 0,$$
because $F''(s) \ge -a > -k$. The reciprocal at $s = m(c)$ is the stated derivative.

**Spacing and equal stiffness.** For stationary points $s \le t$ of windows $c \le d$, the balance equations give $(k-a)(t-s) \le k(d-c)$; if $t < s$, the claimed bound is immediate. For $F(s) = -ks^2/2$, the quadratic terms cancel and $W_c(s) = -kcs + kc^2/2$, a line of slope $-kc \ne 0$.

## Differentiating an inverse that already exists

The derivative of $m$ comes from Mathlib's `HasDerivAt.of_local_left_inverse`. It takes continuity of $m$ at $c$, a nonzero derivative of $h$ at $m(c)$, and the identity $h(m(y)) = y$ for $y$ near $c$. It returns the reciprocal derivative.

The usual inverse function theorem also constructs the inverse, and for that it asks for more than differentiability at one point. Here $m$ is already known, and for $y \ne c$
$$\frac{m(y)-m(c)}{y-c} = \left(\frac{h(m(y)) - h(m(c))}{m(y)-m(c)}\right)^{-1}.$$
As $y \to c$, continuity sends $m(y)$ to $m(c)$, and the right side tends to $1/h'(m(c))$. That continuity is supplied by `continuous_of_surjective`: an increasing map onto the reals cannot jump, since a jump would leave values out. This is why $F''$ need not be continuous.
